# Concavity of the Hartree-Fock energy at fixed site density for an interaction repulsive between sites

The Hartree-Fock energy E is quadratic in the one-particle density matrix, and its two quadratic terms have opposite signs: the Hartree term is added and the exchange term is subtracted. The form of E alone therefore does not tell whether the energy of an averaged density matrix lies above or below the average of the energies. With a repulsive interaction both can happen, even at a fixed electron number, so E cannot in general be treated as convex, or as concave, on all matrices of a given trace. The sign is fixed when the two real symmetric matrices have the same diagonal in a finite orthonormal site basis, the interaction couples only site densities and is nonnegative between distinct sites, and exchange enters with a nonnegative weight. The averaged matrix then has at least the averaged energy.

## Sites, Coulomb and exchange matrices, energy

```lean
import Mathlib

open Matrix Finset

namespace HartreeFockFixedDensity

noncomputable section

variable {n : Type*} [Fintype n] [DecidableEq n]
```

The type `n` is the finite set of site labels x, y, one for each orthonormal basis function. `Matrix n n ℝ` is a real matrix indexed by sites, and `D x y` is its entry D_xy.

```lean
/-- Coulomb matrix in the site basis: diagonal, with entries `∑ y, v(x,y) D_yy`. -/
def coulomb (v D : Matrix n n ℝ) : Matrix n n ℝ :=
  diagonal fun x => ∑ y, v x y * D y y
```

Here v is the interaction, with v(x,y) the energy of a unit charge on x with a unit charge on y, and D is the density matrix, whose diagonal entry D_yy is the occupation of site y. The notation `fun x => …` is the map x ↦ …, so the Coulomb matrix J(D) is diagonal:

    J(D)_xx = Σ_y v(x,y) D_yy

```lean
/-- Exchange matrix in the site basis: `K(D)_xy = v(x,y) D_xy`. -/
def exchange (v D : Matrix n n ℝ) : Matrix n n ℝ :=
  Matrix.of fun x y => v x y * D x y
```

The exchange matrix is the entrywise product:

    K(D)_xy = v(x,y) D_xy

These forms arise when the only two-electron integrals kept are those between the density on x and the density on y. General four-index integrals are not covered.

```lean
/-- Hartree-Fock energy `tr(hD) + ½ tr[(J(D) - a K(D)) D]` with exchange weight `a`
(`a = 1` for spin orbitals, `a = 1/2` for closed-shell spatial orbitals). -/
def energy (a : ℝ) (h v D : Matrix n n ℝ) : ℝ :=
  trace (h * D) + 1 / 2 * trace ((coulomb v D - a • exchange v D) * D)
```

With h the one-body matrix, `*` the matrix product and `•` multiplication by a number, this reads

    E(D) = tr(hD) + ½ tr[(J(D) − a K(D)) D]

The exchange weight a records the spin convention. It is 1 when the labels are spin orbitals, and ½ for closed-shell spatial orbitals with D summed over spin, because exchange acts only between equal spins. The matrix h is arbitrary and need not be symmetric.

```lean
/-- The real symmetric matrices whose diagonal is the site density `ρ`. -/
def fixedDensity (ρ : n → ℝ) : Set (Matrix n n ℝ) :=
  {D | D.IsSymm ∧ ∀ x, D x x = ρ x}
```

For a site density ρ, this is the set of D with D_xy = D_yx and D_xx = ρ_x. Idempotency and bounds on the eigenvalues are not imposed, so the set contains every physical real density matrix with density ρ and, from two sites on, always unphysical matrices as well. With a single site it has one element; coherences D_xy with x ≠ y first appear at two sites.

## The energy along a line of constant density

```lean
/-- For symmetric `D` the energy is the one-body term, plus a Hartree sum over diagonal
entries, minus an exchange sum over squared entries. -/
theorem energy_eq (a : ℝ) (h v : Matrix n n ℝ) {D : Matrix n n ℝ} (hD : D.IsSymm) :
    energy a h v D = trace (h * D) + 1 / 2 * ∑ x, ∑ y, v x y * D x x * D y y
      - a / 2 * ∑ x, ∑ y, v x y * D x y ^ 2 := by
  have h1 : trace (coulomb v D * D) = ∑ x, ∑ y, v x y * D x x * D y y := by
    simp only [Matrix.trace, Matrix.diag_apply, coulomb, Matrix.diagonal_mul, Finset.sum_mul]
    exact sum_congr rfl fun x _ => sum_congr rfl fun y _ => by ring
  have h2 : trace (exchange v D * D) = ∑ x, ∑ y, v x y * D x y ^ 2 := by
    simp only [Matrix.trace, Matrix.diag_apply, exchange, Matrix.mul_apply, Matrix.of_apply]
    exact sum_congr rfl fun x _ => sum_congr rfl fun y _ => by rw [hD.apply x y]; ring
  unfold energy
  rw [Matrix.sub_mul, Matrix.smul_mul, trace_sub, trace_smul, h1, h2, smul_eq_mul]
  ring
```

In a Lean theorem the brackets after the name hold the variables and the named hypotheses, here `hD` for the symmetry of D. The claim follows the colon after the last of these brackets, and the argument follows `:=`. The claim is

    E(D) = tr(hD) + ½ Σ_x Σ_y v(x,y) D_xx D_yy − (a/2) Σ_x Σ_y v(x,y) D_xy²

Since J is diagonal, tr(JD) = Σ_x J_xx D_xx, which is the step `h1`. For exchange, tr(KD) = Σ_x Σ_y v(x,y) D_xy D_yx, and symmetry turns D_yx into D_xy; this is `hD.apply x y` inside `h2`. The tactic `ring` checks polynomial identities and collects the terms.

```lean
/-- On the line through symmetric `A`, `B` with equal diagonals, the energy minus its linear
interpolation is `(a/2) t (1-t) ∑ v(x,y) (A_xy - B_xy)²`. -/
theorem energy_gap (a t : ℝ) (h v : Matrix n n ℝ) {A B : Matrix n n ℝ}
    (hA : A.IsSymm) (hB : B.IsSymm) (hd : ∀ x, A x x = B x x) :
    energy a h v (t • A + (1 - t) • B) - (t * energy a h v A + (1 - t) * energy a h v B)
      = a / 2 * (t * (1 - t)) * ∑ x, ∑ y, v x y * (A x y - B x y) ^ 2 := by
  have hM : (t • A + (1 - t) • B).IsSymm := (hA.smul t).add (hB.smul (1 - t))
  -- the one-body term is linear
  have hlin : trace (h * (t • A + (1 - t) • B))
      = t * trace (h * A) + (1 - t) * trace (h * B) := by
    rw [Matrix.mul_add, Matrix.mul_smul, Matrix.mul_smul, trace_add, trace_smul, trace_smul,
      smul_eq_mul, smul_eq_mul]
  -- the density, and with it the Hartree term, is constant on the line
  have hdM : ∀ x, (t • A + (1 - t) • B) x x = B x x := fun x => by
    simp only [Matrix.add_apply, Matrix.smul_apply, smul_eq_mul, hd x]
    ring
  -- the exchange term is quadratic
  have hK : ∑ x, ∑ y, v x y * (t • A + (1 - t) • B) x y ^ 2
      = t * ∑ x, ∑ y, v x y * A x y ^ 2 + (1 - t) * ∑ x, ∑ y, v x y * B x y ^ 2
        - t * (1 - t) * ∑ x, ∑ y, v x y * (A x y - B x y) ^ 2 := by
    simp only [Finset.mul_sum, ← Finset.sum_add_distrib, ← Finset.sum_sub_distrib]
    refine sum_congr rfl fun x _ => sum_congr rfl fun y _ => ?_
    simp only [Matrix.add_apply, Matrix.smul_apply, smul_eq_mul]
    ring
  rw [energy_eq a h v hM, energy_eq a h v hA, energy_eq a h v hB, hlin, hK]
  simp only [hdM, hd]
  ring
```

Let A and B be symmetric with A_xx = B_xx (hypothesis `hd`), let t be any real number and put M = tA + (1−t)B. The matrix M is symmetric (`hM`), so the formula above applies to all three matrices. The one-body term is linear (`hlin`):

    tr(hM) = t tr(hA) + (1−t) tr(hB)

The diagonal does not move (`hdM`):

    M_xx = t B_xx + (1−t) B_xx = B_xx

The Hartree sum is therefore the same number for A, B and M, and it cancels because the weights t and 1−t add to one. For exchange, any real p and q satisfy

    (tp + (1−t)q)² = t p² + (1−t) q² − t(1−t)(p − q)²

Taking p = A_xy and q = B_xy, multiplying by v(x,y) and summing gives `hK`. The prefactor −a/2 reverses the sign of the last term, which leaves the gap

    E(M) − t E(A) − (1−t) E(B) = (a/2) t(1−t) Σ_x Σ_y v(x,y) (A_xy − B_xy)²

The identity holds for every a, t, h and v.

## Sign of the gap and the case of equality

```lean
/-- Concavity at fixed density: for `a ≥ 0`, `v` nonnegative between distinct sites and
symmetric `A`, `B` with equal diagonals, `E(tA + (1-t)B) ≥ t E(A) + (1-t) E(B)` on `[0,1]`. -/
theorem energy_mix_ge {a t : ℝ} (h : Matrix n n ℝ) {v A B : Matrix n n ℝ} (ha : 0 ≤ a)
    (hv : ∀ x y, x ≠ y → 0 ≤ v x y) (hA : A.IsSymm) (hB : B.IsSymm)
    (hd : ∀ x, A x x = B x x) (ht0 : 0 ≤ t) (ht1 : t ≤ 1) :
    t * energy a h v A + (1 - t) * energy a h v B ≤ energy a h v (t • A + (1 - t) • B) := by
  have hs : 0 ≤ ∑ x, ∑ y, v x y * (A x y - B x y) ^ 2 := by
    refine sum_nonneg fun x _ => sum_nonneg fun y _ => ?_
    by_cases hxy : x = y
    · subst hxy
      simp [hd]
    · exact mul_nonneg (hv x y hxy) (sq_nonneg _)
  have hp : 0 ≤ a / 2 * (t * (1 - t)) :=
    mul_nonneg (by linarith) (mul_nonneg ht0 (by linarith))
  have hg := energy_gap a t h v hA hB hd
  have := mul_nonneg hp hs
  linarith
```

For a ≥ 0, for 0 ≤ t ≤ 1 and for v(x,y) ≥ 0 whenever x ≠ y, which is repulsion between distinct sites,

    t E(A) + (1−t) E(B) ≤ E(tA + (1−t)B)

Terms of the gap with x = y vanish because A_xx − B_xx = 0, so the sign of the diagonal entry v(x,x) is free. For closed-shell spatial labels this entry is the on-site interaction; when the labels are spin orbitals, the interaction between opposite spins on one atom couples two distinct labels and falls under the hypothesis v(x,y) ≥ 0. The symmetry of v is not assumed either. Terms with x ≠ y are a nonnegative number times a square. These two cases are the `by_cases` split inside `hs`. The step `hp` shows that (a/2) t(1−t) ≥ 0, and `linarith`, which combines linear inequalities, finishes from the gap identity.

```lean
/-- Equality case: for `a > 0`, `v` positive between distinct sites and `0 < t < 1`, the
energy of the mixture equals the averaged energy exactly when `A = B`. -/
theorem energy_mix_eq_iff {a t : ℝ} (h : Matrix n n ℝ) {v A B : Matrix n n ℝ} (ha : 0 < a)
    (hv : ∀ x y, x ≠ y → 0 < v x y) (hA : A.IsSymm) (hB : B.IsSymm)
    (hd : ∀ x, A x x = B x x) (ht0 : 0 < t) (ht1 : t < 1) :
    energy a h v (t • A + (1 - t) • B) = t * energy a h v A + (1 - t) * energy a h v B
      ↔ A = B := by
  have hp : 0 < a / 2 * (t * (1 - t)) := mul_pos (by linarith) (mul_pos ht0 (by linarith))
  rw [← sub_eq_zero, energy_gap a t h v hA hB hd]
  refine ⟨fun h0 => ?_, fun hAB => by simp [hAB]⟩
  have hs := (mul_eq_zero.1 h0).resolve_left hp.ne'
  have hn : ∀ x y, 0 ≤ v x y * (A x y - B x y) ^ 2 := fun x y => by
    by_cases hxy : x = y
    · subst hxy
      simp [hd]
    · exact mul_nonneg (hv x y hxy).le (sq_nonneg _)
  ext x y
  by_cases hxy : x = y
  · subst hxy
    exact hd x
  -- a vanishing sum of nonnegative terms vanishes term by term
  have h1 := (sum_eq_zero_iff_of_nonneg fun x _ => sum_nonneg fun y _ => hn x y).1 hs x
    (mem_univ x)
  have h2 := (sum_eq_zero_iff_of_nonneg fun y _ => hn x y).1 h1 y (mem_univ y)
  have h3 := (mul_eq_zero.1 h2).resolve_left (hv x y hxy).ne'
  exact sub_eq_zero.1 ((pow_eq_zero_iff two_ne_zero).1 h3)
```

The symbol `↔` means "if and only if". With a > 0, with 0 < t < 1 and with v(x,y) > 0 for all x ≠ y, equality holds exactly when A = B. If A = B the gap is zero. Conversely, a zero gap with a positive prefactor forces the double sum to vanish (`hs`). Its terms are nonnegative (`hn`), so each one vanishes (`h1` for the row x, `h2` for the entry y), and dividing by v(x,y) gives A_xy = B_xy (`h3`). The diagonal entries agree by `hd`. A nearest-neighbour interaction with some v(x,y) = 0 does not meet the hypothesis.

## Concave functions and finite ensembles

```lean
/-- For `a ≥ 0` and `v` nonnegative between distinct sites, the energy is a concave function
on the symmetric matrices with site density `ρ`. -/
theorem energy_concaveOn {a : ℝ} (h : Matrix n n ℝ) {v : Matrix n n ℝ} (ρ : n → ℝ)
    (ha : 0 ≤ a) (hv : ∀ x y, x ≠ y → 0 ≤ v x y) :
    ConcaveOn ℝ (fixedDensity ρ) (energy a h v) := by
  refine ⟨fun A hA B hB s t _ _ hst => ⟨(hA.1.smul s).add (hB.1.smul t), fun x => ?_⟩,
    fun A hA B hB s t hs ht hst => ?_⟩
  · simp only [Matrix.add_apply, Matrix.smul_apply, smul_eq_mul, hA.2 x, hB.2 x]
    linear_combination ρ x * hst
  · obtain rfl : t = 1 - s := by linarith
    exact energy_mix_ge h ha hv hA.1 hB.1 (fun x => (hA.2 x).trans (hB.2 x).symm) hs
      (by linarith)
```

`ConcaveOn ℝ (fixedDensity ρ) (energy a h v)` says two things: the set is convex, and E(sA + tB) ≥ s E(A) + t E(B) on it for weights s, t ≥ 0 with s + t = 1. The set is convex because sA + tB is symmetric, which the opening `refine` supplies, and has diagonal (s + t)ρ_x = ρ_x, which is the first bullet. The second bullet substitutes t = 1 − s and applies `energy_mix_ge`.

```lean
/-- For a finite ensemble of symmetric matrices with the same site density, the energy of the
ensemble average is at least the weighted average of the energies. -/
theorem energy_ensemble_ge {ι : Type*} (s : Finset ι) {a : ℝ} (h : Matrix n n ℝ)
    {v : Matrix n n ℝ} {ρ : n → ℝ} {w : ι → ℝ} {D : ι → Matrix n n ℝ} (ha : 0 ≤ a)
    (hv : ∀ x y, x ≠ y → 0 ≤ v x y) (hw : ∀ i ∈ s, 0 ≤ w i) (hw1 : ∑ i ∈ s, w i = 1)
    (hD : ∀ i ∈ s, D i ∈ fixedDensity ρ) :
    ∑ i ∈ s, w i * energy a h v (D i) ≤ energy a h v (∑ i ∈ s, w i • D i) :=
  (energy_concaveOn h ρ ha hv).le_map_sum hw hw1 hD
```

For a finite index set s, weights w_i ≥ 0 that sum to one and matrices D_i that all have density ρ,

    Σ_i w_i E(D_i) ≤ E(Σ_i w_i D_i)

This is Jensen's inequality, which Mathlib supplies for any concave function as `le_map_sum`. The right side is the functional evaluated at the averaged matrix. In this model, with v nonnegative between all distinct labels, averaging real symmetric density matrices that share one diagonal (resolved by spin when the labels are spin orbitals) thus never brings the Hartree-Fock functional below the lowest E(D_i). Nothing is stated here about the existence or the form of minimisers.

```lean
/-- For `a > 0` and symmetric `v`, the energy is concave on the symmetric matrices with site
density `ρ` exactly when `v` is nonnegative between distinct sites. -/
theorem energy_concaveOn_iff {a : ℝ} (h : Matrix n n ℝ) {v : Matrix n n ℝ} (ρ : n → ℝ)
    (ha : 0 < a) (hv : v.IsSymm) :
    ConcaveOn ℝ (fixedDensity ρ) (energy a h v) ↔ ∀ x y, x ≠ y → 0 ≤ v x y := by
  refine ⟨fun hc x y hxy => ?_, energy_concaveOn h ρ ha.le⟩
  -- test matrix: the density `ρ` with a unit coherence on the bond `x, y`
  let A : Matrix n n ℝ := diagonal ρ + (single x y 1 + single y x 1)
  have hB : diagonal ρ ∈ fixedDensity ρ := ⟨isSymm_diagonal ρ, fun p => by simp⟩
  have hA : A ∈ fixedDensity ρ := by
    refine ⟨?_, fun p => ?_⟩
    · simp [A, Matrix.IsSymm, add_comm]
    · by_cases h1 : x = p <;> by_cases h2 : y = p <;> simp_all [A, Matrix.single]
  have hterm : ∀ p q, v p q * (A p q - diagonal ρ p q) ^ 2
      = (if x = p ∧ y = q then v x y else 0) + (if y = p ∧ x = q then v y x else 0) := by
    intro p q
    by_cases h1 : x = p ∧ y = q
    · obtain ⟨rfl, rfl⟩ := h1
      simp [A, Matrix.single, hxy, hxy.symm]
    · by_cases h2 : y = p ∧ x = q
      · obtain ⟨rfl, rfl⟩ := h2
        simp [A, Matrix.single, hxy, hxy.symm]
      · simp [A, Matrix.single, h1, h2]
  have hs : ∑ p, ∑ q, v p q * (A p q - diagonal ρ p q) ^ 2 = v x y + v y x := by
    simp only [hterm]
    simp [Finset.sum_add_distrib, ite_and]
  have hg := energy_gap a (1 / 2) h v hA.1 hB.1 fun p => (hA.2 p).trans (hB.2 p).symm
  have hle := hc.2 hA hB (by norm_num : (0 : ℝ) ≤ 1 / 2) (by norm_num : (0 : ℝ) ≤ 1 - 1 / 2)
    (by norm_num : (1 / 2 : ℝ) + (1 - 1 / 2) = 1)
  rw [hs, hv.apply x y] at hg
  simp only [smul_eq_mul] at hle
  have hpos : 0 ≤ a * v x y := by nlinarith
  by_contra hneg
  have := mul_neg_of_pos_of_neg ha (lt_of_not_ge hneg)
  linarith
```

For a > 0 and symmetric v, concavity at any one density ρ is equivalent to v(x,y) ≥ 0 for all x ≠ y. One direction is `energy_concaveOn`. For the other, fix x ≠ y, let B be the diagonal matrix with entries ρ, and let A be B with a 1 added at (x,y) and at (y,x); `single x y 1` is the matrix whose only nonzero entry is that 1. Both have density ρ (`hA`, `hB`). Only two terms of the double sum survive (`hterm`, `hs`), and at t = ½

    gap = (a/2)(1/4)(v(x,y) + v(y,x)) = a v(x,y)/4

Concavity (`hle`) makes the gap nonnegative, and a > 0 then gives v(x,y) ≥ 0. The test matrix A need not be a physical density matrix, so the equivalence concerns the whole of `fixedDensity ρ`. Symmetry of v is used in adding the two terms: on two sites, v(0,1) = −1 with v(1,0) = 1 would make every gap zero although one entry is negative.

## Equal electron number is not enough

```lean
/-- Four sites with unit interaction inside the pair `{0,1}` and inside the pair `{2,3}`. -/
def pairKernel : Matrix (Fin 4) (Fin 4) ℝ := !![0, 1, 0, 0; 1, 0, 0, 0; 0, 0, 0, 1; 0, 0, 1, 0]
```

`Fin 4` labels the sites 0, 1, 2, 3, and `!![…]` lists a matrix row by row. This v is symmetric and nonnegative, with v(0,1) = v(1,0) = v(2,3) = v(3,2) = 1 and zero elsewhere.

```lean
/-- Density matrix with sites `0` and `1` occupied. -/
def leftPair : Matrix (Fin 4) (Fin 4) ℝ := !![1, 0, 0, 0; 0, 1, 0, 0; 0, 0, 0, 0; 0, 0, 0, 0]
```

This matrix, L = diag(1, 1, 0, 0), puts two electrons on the first pair.

```lean
/-- Density matrix with sites `2` and `3` occupied. -/
def rightPair : Matrix (Fin 4) (Fin 4) ℝ := !![0, 0, 0, 0; 0, 0, 0, 0; 0, 0, 1, 0; 0, 0, 0, 1]
```

This matrix, R = diag(0, 0, 1, 1), puts them on the second pair.

```lean
/-- `leftPair` and `rightPair` have trace two and each have energy `1` for `v = pairKernel`, `h =
0`, `a = 1`, while their equal mixture has energy `1/2`. -/
theorem different_density_counterexample :
    trace leftPair = 2 ∧ trace rightPair = 2 ∧ energy 1 0 pairKernel leftPair = 1 ∧
      energy 1 0 pairKernel rightPair = 1 ∧
      energy 1 0 pairKernel ((1 / 2 : ℝ) • leftPair + (1 / 2 : ℝ) • rightPair) = 1 / 2 := by
  have hL : leftPair.IsSymm := by
    ext i j; fin_cases i <;> fin_cases j <;> simp [leftPair]
  have hR : rightPair.IsSymm := by
    ext i j; fin_cases i <;> fin_cases j <;> simp [rightPair]
  rw [energy_eq _ _ _ hL, energy_eq _ _ _ hR, energy_eq _ _ _ ((hL.smul _).add (hR.smul _))]
  refine ⟨?_, ?_, ?_, ?_, ?_⟩ <;>
    simp [Matrix.trace, Fin.sum_univ_four, pairKernel, leftPair, rightPair] <;> norm_num
```

The symbol `∧` means "and". Take a = 1 and h = 0. The matrices are diagonal and v has zero diagonal, so the exchange sum vanishes and only the Hartree sum remains:

    E(L) = ½ (1·1 + 1·1) = 1,   E(R) = 1

    E(½L + ½R) = ½ · 4 · (½)² = ½

Both traces are 2, and every hypothesis of `energy_mix_ge` holds except `hd`. The mixture lies at ½, below the average 1, because spreading the charge over both pairs lowers the Hartree term. The proof establishes symmetry entry by entry with `fin_cases`, applies `energy_eq` three times and evaluates the finite sums.

## Bonding and antibonding states of a dimer

```lean
/-- The two-site matrices with off-diagonal entries `1/2` and `-1/2` are distinct symmetric
matrices with the same site density `(1/2, 1/2)`. -/
theorem fixedDensity_witness :
    !![1 / 2, 1 / 2; 1 / 2, 1 / 2] ∈ fixedDensity (fun _ : Fin 2 => (1 / 2 : ℝ)) ∧
      !![1 / 2, -1 / 2; -1 / 2, 1 / 2] ∈ fixedDensity (fun _ : Fin 2 => (1 / 2 : ℝ)) ∧
      (!![1 / 2, 1 / 2; 1 / 2, 1 / 2] : Matrix (Fin 2) (Fin 2) ℝ)
        ≠ !![1 / 2, -1 / 2; -1 / 2, 1 / 2] := by
  refine ⟨⟨?_, fun x => ?_⟩, ⟨?_, fun x => ?_⟩, fun h => ?_⟩
  · ext i j; fin_cases i <;> fin_cases j <;> simp
  · fin_cases x <;> simp
  · ext i j; fin_cases i <;> fin_cases j <;> simp
  · fin_cases x <;> simp
  · have h01 : (1 / 2 : ℝ) = -1 / 2 := congrFun (congrFun h 0) 1
    norm_num at h01

end

end HartreeFockFixedDensity
```

These are the projectors on the normalised orbitals (1, 1)/√2 and (1, −1)/√2. The theorem states that both are symmetric with density (½, ½) and that they differ, which `h01` reads off the entry (0,1), where ½ ≠ −½. A set of fixed density can therefore hold more than one matrix. With a = 1 and v(0,1) = v(1,0) = V > 0, the gap at t = ½ comes out as (½)(¼)(2V) = V/4, so here the mixture lies above the average. This value and the antisymmetric two-site interaction above are substitutions into the gap formula and are not stated as theorems.

```lean
#print axioms HartreeFockFixedDensity.energy_mix_eq_iff
-- 'HartreeFockFixedDensity.energy_mix_eq_iff' depends on axioms: [propext, Classical.choice, Quot.sound]
#print axioms HartreeFockFixedDensity.energy_ensemble_ge
-- 'HartreeFockFixedDensity.energy_ensemble_ge' depends on axioms: [propext, Classical.choice, Quot.sound]
#print axioms HartreeFockFixedDensity.energy_concaveOn_iff
-- 'HartreeFockFixedDensity.energy_concaveOn_iff' depends on axioms: [propext, Classical.choice, Quot.sound]
#print axioms HartreeFockFixedDensity.different_density_counterexample
-- 'HartreeFockFixedDensity.different_density_counterexample' depends on axioms: [propext, Classical.choice, Quot.sound]
```
